# Complex energies for a formally symmetric Hamiltonian: two non-normalisable solutions of the inverted oscillator

Before one can speak of an energy of the inverted oscillator, one must decide which functions its Hamiltonian acts on. If only square-integrable functions were admitted, the two solutions studied here would be excluded from the start. We therefore let $H$ act as a differential expression on functions $\psi:\mathbb R\to\mathbb C$, and call $\psi$ a stationary solution with energy $E\in\mathbb C$ if it is twice continuously differentiable and satisfies $H\psi=E\psi$ at every point. Normalisability is a separate property, to be tested afterwards.

In units with $\hbar=m=1$, and for a potential whose second derivative is $-1$,

$$H\psi=-\tfrac12\psi''-\tfrac12x^2\psi .$$

The claim has three parts.

- $H$ is formally symmetric: $\int\bar\varphi\,H\psi\,dx=\int\overline{H\varphi}\,\psi\,dx$ for twice continuously differentiable $\varphi,\psi$, when $\varphi$ has compact support.
- The functions $u_0=e^{ix^2/2}$ and $u_1=x\,e^{ix^2/2}$ are stationary solutions with $E=-i/2$ and $E=-3i/2$.
- Neither $u_0$ nor $u_1$ is square integrable.

An inverted parabola is the quadratic approximation to the top of a smooth potential barrier whose second derivative is negative there. In this one-particle, one-dimensional model the two solutions, which are not normalisable and so are not physical states, show how a solution that decays in time can carry a complex energy although the Hamiltonian is formally symmetric.

## Symmetry up to a boundary term

Put $W=\tfrac12(\bar\varphi'\psi-\bar\varphi\psi')$. The products of first derivatives cancel in $W'$:

$$W'=\tfrac12(\bar\varphi''\psi+\bar\varphi'\psi'-\bar\varphi'\psi'-\bar\varphi\psi'')=\tfrac12(\bar\varphi''\psi-\bar\varphi\psi'').$$

The potential is real, so its two contributions cancel as well:

$$\bar\varphi\,H\psi-\overline{H\varphi}\,\psi=-\tfrac12\bar\varphi\psi''-\tfrac12x^2\bar\varphi\psi+\tfrac12\bar\varphi''\psi+\tfrac12x^2\bar\varphi\psi=W'.$$

If $\varphi$ has compact support, $W$ vanishes far out on both sides and $\int W'\,dx=0$. This is formal symmetry.

## The two solutions and their outward currents

Differentiating $u_0$ twice gives $u_0'=ix\,u_0$ and $u_0''=(i-x^2)u_0$. Hence

$$Hu_0=-\tfrac12(i-x^2)u_0-\tfrac12x^2u_0=-\tfrac i2\,u_0 .$$

For $u_1=x\,u_0$ we find $u_1'=(1+ix^2)u_0$ and

$$u_1''=\bigl(2ix+ix(1+ix^2)\bigr)u_0=(3ix-x^3)u_0,$$

so that

$$Hu_1=-\tfrac12(3ix-x^3)u_0-\tfrac12x^3u_0=-\tfrac{3i}2\,u_1 .$$

Since $|u_0|=1$, the densities are $|u_0|^2=1$ and $|u_1|^2=x^2$. Both are at least $1$ on $[1,\infty)$, so neither has a finite integral.

The usual argument for real energies sets $\varphi=\psi$ in the symmetry relation. That step needs the boundary term to vanish, and here it does not. The current $J=\operatorname{Im}(\bar\psi\psi')$ measures it, because $W=-iJ$ when $\varphi=\psi$. For a stationary solution, $\psi''=-2E\psi-x^2\psi$, and therefore

$$J'=\operatorname{Im}(|\psi'|^2+\bar\psi\psi'')=-2\operatorname{Im}(E)\,|\psi|^2 .$$

For $u_0$ we have $\bar u_0u_0'=ix$, so $J=x$. For $u_1$ we have $\bar u_1u_1'=x+ix^3$, so $J=x^3$. Both currents point away from the origin on either side. With the time factor $e^{-iEt}$ the densities would decay as $e^{-t}$ and $e^{-3t}$, which fits the outward flow.

## The Hamiltonian and its solutions in Lean

```lean
import Mathlib

open Complex MeasureTheory
open scoped ComplexConjugate

namespace InvertedOscillator

noncomputable section
```

The Hamiltonian takes a function and returns a function. The coordinate `x` is real and is cast to a complex number where it multiplies `ψ x`.

```lean
/-- The inverted oscillator Hamiltonian `H ψ = -ψ''/2 - x² ψ/2` on the line. -/
def invertedH (ψ : ℝ → ℂ) (x : ℝ) : ℂ :=
  -(deriv (deriv ψ) x) / 2 - (x : ℂ) ^ 2 / 2 * ψ x
```

A stationary solution carries its smoothness with it. This matters because Lean's `deriv` is zero wherever a function is not differentiable; `ContDiff ℝ 2 ψ` ensures that both derivatives in the equation are genuine.

```lean
/-- A twice continuously differentiable solution of `H ψ = E ψ`, with complex `E` allowed. -/
def IsStationary (E : ℂ) (ψ : ℝ → ℂ) : Prop :=
  ContDiff ℝ 2 ψ ∧ ∀ x, invertedH ψ x = E * ψ x
```

The energy `E` is any complex number, and no condition at infinity is imposed. The equation then has non-zero solutions for every complex `E`, so the definition by itself does not single out $-i/2$ and $-3i/2$. The zero function also satisfies the definition, but the two solutions below are non-zero.

Square integrability means that $|\psi|^2$ is integrable over the whole line with respect to Lebesgue measure.

```lean
/-- Square integrability on the line. -/
def SquareIntegrable (ψ : ℝ → ℂ) : Prop :=
  Integrable (fun x : ℝ => ‖ψ x‖ ^ 2)
```

The current is real-valued, in the same units.

```lean
/-- The probability current `Im (conj ψ · ψ')`. -/
def current (ψ : ℝ → ℂ) (x : ℝ) : ℝ := (conj (ψ x) * deriv ψ x).im
```

The functions $u_0$ and $u_1$ are called `resonance0` and `resonance1`. The name describes their outward currents and complex energies; no scattering theory enters the definitions.

```lean
/-- The function `exp (i x²/2)`. -/
def resonance0 (x : ℝ) : ℂ := Complex.exp (I * (x : ℂ) ^ 2 / 2)

/-- The function `x exp (i x²/2)`. -/
def resonance1 (x : ℝ) : ℂ := (x : ℂ) * Complex.exp (I * (x : ℂ) ^ 2 / 2)
```

## Lagrange's identity and formal symmetry

The first lemma supplies the smoothness of $\psi'$ that is needed to differentiate a second time.

```lean
/-- The derivative of a twice continuously differentiable function is continuously
differentiable. -/
lemma contDiff_deriv {f : ℝ → ℂ} (hf : ContDiff ℝ 2 f) : ContDiff ℝ 1 (deriv f) := by
  have h : ContDiff ℝ (1 + 1) f := by
    rw [one_add_one_eq_two]
    exact hf
  exact (contDiff_succ_iff_deriv.1 h).2.2
```

Lagrange's identity is stated as a derivative at each point. In the proof, `a0` and `a1` are the derivatives of $\varphi$ and $\varphi'$, `b0` and `b1` are those of $\psi$ and $\psi'$, and `c0` and `c1` are the conjugated versions of the first pair. The product rule gives the four terms of $W'$, and `ring` carries out the cancellations once conjugation has been moved inside $H\varphi$.

```lean
/-- Lagrange's identity: `conj φ · Hψ - conj (Hφ) · ψ` is the derivative of
`(conj φ' · ψ - conj φ · ψ')/2`. -/
theorem lagrange_identity {φ ψ : ℝ → ℂ} (hφ : ContDiff ℝ 2 φ) (hψ : ContDiff ℝ 2 ψ) (x : ℝ) :
    HasDerivAt (fun y => (conj (deriv φ y) * ψ y - conj (φ y) * deriv ψ y) / 2)
      (conj (φ x) * invertedH ψ x - conj (invertedH φ x) * ψ x) x := by
  have a0 := (hφ.differentiable (by norm_num) x).hasDerivAt
  have a1 := ((contDiff_deriv hφ).differentiable (by norm_num) x).hasDerivAt
  have b0 := (hψ.differentiable (by norm_num) x).hasDerivAt
  have b1 := ((contDiff_deriv hψ).differentiable (by norm_num) x).hasDerivAt
  have c0 : HasDerivAt (fun y => conj (φ y)) (conj (deriv φ x)) x := a0.star
  have c1 : HasDerivAt (fun y => conj (deriv φ y)) (conj (deriv (deriv φ) x)) x := a1.star
  -- the first-derivative products and the potential terms cancel
  refine (((c1.fun_mul b0).fun_sub (c0.fun_mul b1)).div_const 2).congr_deriv ?_
  simp only [invertedH, map_sub, map_mul, map_div₀, map_neg, map_pow, Complex.conj_ofReal,
    map_ofNat]
  ring
```

Continuity of $H\psi$ is needed for integrability.

```lean
/-- `H ψ` is continuous when `ψ` is twice continuously differentiable. -/
lemma continuous_invertedH {ψ : ℝ → ℂ} (hψ : ContDiff ℝ 2 ψ) : Continuous (invertedH ψ) := by
  have h : Continuous (deriv (deriv ψ)) := (contDiff_deriv hψ).continuous_deriv (by norm_num)
  exact (h.neg.div_const 2).sub
    (((Complex.continuous_ofReal.pow 2).div_const 2).mul hψ.continuous)
```

In the symmetry theorem only `φ` has compact support. The function `ψ` may grow or fail to be normalisable, so the theorem applies with $\psi=u_0$ or $\psi=u_1$.

The proof first shows that $\varphi$, $\varphi'$ and $\varphi''$ vanish outside the closed support of $\varphi$ (`z0`, `z1`, `z2`). Both integrands and the boundary expression $W$ are then continuous with compact support, hence integrable (`h1`, `h2`, `h3`). The last line uses the fact that the derivative of an integrable function has integral zero when that derivative is itself integrable.

```lean
/-- Formal symmetry: `∫ conj φ · Hψ = ∫ conj (Hφ) · ψ` for twice continuously differentiable `φ` and
`ψ`, when `φ` has compact support. -/
theorem formal_symmetry {φ ψ : ℝ → ℂ} (hφ : ContDiff ℝ 2 φ) (hψ : ContDiff ℝ 2 ψ)
    (hc : HasCompactSupport φ) :
    (∫ x, conj (φ x) * invertedH ψ x) = ∫ x, conj (invertedH φ x) * ψ x := by
  have hK : IsCompact (tsupport φ) := hc
  -- outside the support of φ, the function and its derivatives vanish
  have z0 : ∀ x, x ∉ tsupport φ → φ x = 0 := fun x hx =>
    by_contra fun h => hx (subset_tsupport φ h)
  have z1 : ∀ x, x ∉ tsupport φ → deriv φ x = 0 := fun x hx =>
    by_contra fun h => hx (support_deriv_subset h)
  have z2 : ∀ x, x ∉ tsupport φ → deriv (deriv φ) x = 0 := fun x hx =>
    by_contra fun h => hx
      (closure_minimal support_deriv_subset (isClosed_tsupport φ) (support_deriv_subset h))
  have h1 : Integrable (fun x => conj (φ x) * invertedH ψ x) :=
    Continuous.integrable_of_hasCompactSupport
      ((Complex.continuous_conj.comp hφ.continuous).mul (continuous_invertedH hψ))
      (HasCompactSupport.intro hK fun x hx => by simp [z0 x hx])
  have h2 : Integrable (fun x => conj (invertedH φ x) * ψ x) :=
    Continuous.integrable_of_hasCompactSupport
      ((Complex.continuous_conj.comp (continuous_invertedH hφ)).mul hψ.continuous)
      (HasCompactSupport.intro hK fun x hx => by simp [invertedH, z0 x hx, z2 x hx])
  have h3 : Integrable
      (fun y => (conj (deriv φ y) * ψ y - conj (φ y) * deriv ψ y) / 2) :=
    Continuous.integrable_of_hasCompactSupport
      ((((Complex.continuous_conj.comp (contDiff_deriv hφ).continuous).mul hψ.continuous).sub
        ((Complex.continuous_conj.comp hφ.continuous).mul
          (contDiff_deriv hψ).continuous)).div_const 2)
      (HasCompactSupport.intro hK fun x hx => by simp [z0 x hx, z1 x hx])
  rw [← sub_eq_zero, ← integral_sub h1 h2]
  exact integral_eq_zero_of_hasDerivAt_of_integrable (lagrange_identity hφ hψ) (h1.sub h2) h3
```

## Flux balance

The next theorem is $J'=-2\operatorname{Im}(E)|\psi|^2$ for every stationary solution. The step `him` differentiates $\bar\psi\psi'$ and takes the imaginary part, `e` solves the wave equation for $\psi''$, and the remaining lines compare imaginary parts.

```lean
/-- Flux balance: a stationary solution with complex energy `E` has
`J' = -2 Im(E) |ψ|²`. -/
theorem flux_balance {E : ℂ} {ψ : ℝ → ℂ} (h : IsStationary E ψ) (x : ℝ) :
    HasDerivAt (current ψ) (-2 * E.im * ‖ψ x‖ ^ 2) x := by
  obtain ⟨hψ, heq⟩ := h
  have b0 := (hψ.differentiable (by norm_num) x).hasDerivAt
  have b1 := ((contDiff_deriv hψ).differentiable (by norm_num) x).hasDerivAt
  have c0 : HasDerivAt (fun y => conj (ψ y)) (conj (deriv ψ x)) x := b0.star
  have him : HasDerivAt (current ψ)
      (conj (deriv ψ x) * deriv ψ x + conj (ψ x) * deriv (deriv ψ) x).im x :=
    Complex.imCLM.hasFDerivAt.comp_hasDerivAt x (c0.fun_mul b1)
  -- the wave equation eliminates the second derivative
  have e : deriv (deriv ψ) x = ((-2 : ℝ) : ℂ) * (E * ψ x) - ((x ^ 2 : ℝ) : ℂ) * ψ x := by
    have := heq x
    unfold invertedH at this
    push_cast
    linear_combination -2 * this
  refine him.congr_deriv ?_
  rw [e, ← Complex.normSq_eq_norm_sq, Complex.normSq_apply]
  simp only [Complex.add_im, Complex.sub_im, Complex.mul_im, Complex.mul_re, Complex.sub_re,
    Complex.conj_re, Complex.conj_im, Complex.ofReal_re, Complex.ofReal_im]
  ring
```

## Checking the two energies

The derivatives of $u_0$ and $u_1$ come from the chain and product rules, starting from the derivative of the inclusion of the real line in the complex plane.

```lean
lemma hasDerivAt_coe (x : ℝ) : HasDerivAt (fun y : ℝ => (y : ℂ)) 1 x := by
  simpa using (hasDerivAt_id x).ofReal_comp

lemma hasDerivAt_resonance0 (x : ℝ) : HasDerivAt resonance0 (I * x * resonance0 x) x := by
  have h := hasDerivAt_coe x
  have h3 := (((h.fun_mul h).const_mul I).div_const 2).cexp
  convert h3 using 1
  · funext y
    simp only [resonance0, pow_two]
  · simp only [resonance0, pow_two]
    ring

lemma hasDerivAt_resonance1 (x : ℝ) :
    HasDerivAt resonance1 ((1 + I * ((x : ℂ) * x)) * resonance0 x) x := by
  show HasDerivAt (fun y : ℝ => (y : ℂ) * resonance0 y) _ x
  exact ((hasDerivAt_coe x).fun_mul (hasDerivAt_resonance0 x)).congr_deriv (by ring)
```

Smoothness of $u_0$ follows from that of the exponential and of the polynomial in its exponent.

```lean
lemma contDiff_resonance0 : ContDiff ℝ 2 resonance0 := by
  have h : ContDiff ℝ 2 (fun x : ℝ => (x : ℂ)) := Complex.ofRealCLM.contDiff
  exact ((contDiff_const.mul (h.pow 2)).div_const 2).cexp
```

For the first solution, `d1` is $u_0'=ix\,u_0$ and `d2` is $u_0''=(i-x^2)u_0$. The relation $i^2=-1$ enters through `Complex.I_sq`, and `ring` then verifies the equation with $E=-i/2$.

```lean
/-- `exp (i x²/2)` solves `H ψ = E ψ` with `E = -i/2`. -/
theorem resonance0_stationary : IsStationary (-I / 2) resonance0 := by
  refine ⟨contDiff_resonance0, fun x => ?_⟩
  have d1 : deriv resonance0 = fun y : ℝ => I * (y : ℂ) * resonance0 y :=
    funext fun y => (hasDerivAt_resonance0 y).deriv
  have d2 : HasDerivAt (fun y : ℝ => I * (y : ℂ) * resonance0 y)
      ((I - (x : ℂ) ^ 2) * resonance0 x) x :=
    (((hasDerivAt_coe x).const_mul I).fun_mul (hasDerivAt_resonance0 x)).congr_deriv
      (by linear_combination (x : ℂ) ^ 2 * resonance0 x * Complex.I_sq)
  unfold invertedH
  rw [d1, d2.deriv]
  ring
```

The second solution follows the same course, with `d2` giving $u_1''=(3ix-x^3)u_0$.

```lean
/-- `x exp (i x²/2)` solves `H ψ = E ψ` with `E = -3i/2`. -/
theorem resonance1_stationary : IsStationary (-(3 * I) / 2) resonance1 := by
  have h : ContDiff ℝ 2 (fun x : ℝ => (x : ℂ)) := Complex.ofRealCLM.contDiff
  refine ⟨h.mul contDiff_resonance0, fun x => ?_⟩
  have d1 : deriv resonance1 = fun y : ℝ => (1 + I * ((y : ℂ) * y)) * resonance0 y :=
    funext fun y => (hasDerivAt_resonance1 y).deriv
  have c := hasDerivAt_coe x
  have d2 : HasDerivAt (fun y : ℝ => (1 + I * ((y : ℂ) * y)) * resonance0 y)
      ((3 * I * x - (x : ℂ) ^ 3) * resonance0 x) x :=
    ((((c.fun_mul c).const_mul I).const_add 1).fun_mul (hasDerivAt_resonance0 x)).congr_deriv
      (by linear_combination (x : ℂ) ^ 3 * resonance0 x * Complex.I_sq)
  have e : resonance1 x = (x : ℂ) * resonance0 x := rfl
  unfold invertedH
  rw [d1, d2.deriv, e]
  ring
```

## Unit modulus, currents and divergent norms

The exponent of $u_0$ is a real number times $i$, so the modulus is one.

```lean
lemma norm_resonance0 (x : ℝ) : ‖resonance0 x‖ = 1 := by
  have h : I * (x : ℂ) ^ 2 / 2 = ((x ^ 2 / 2 : ℝ) : ℂ) * I := by
    push_cast
    ring
  rw [resonance0, h, Complex.norm_exp_ofReal_mul_I]
```

The currents use $\bar u_0u_0=1$, recorded as `hr`. In each case `e` is the product $\bar\psi\psi'$ found by hand, and its imaginary part is the current.

```lean
/-- The currents of `exp (i x²/2)` and `x exp (i x²/2)` are `x` and `x³`. -/
theorem resonance_currents (x : ℝ) :
    current resonance0 x = x ∧ current resonance1 x = x ^ 3 := by
  have hr : conj (resonance0 x) * resonance0 x = 1 := by
    rw [Complex.conj_mul', norm_resonance0]
    norm_num
  constructor
  · have e : conj (resonance0 x) * (I * x * resonance0 x) = (x : ℂ) * I := by
      linear_combination I * x * hr
    rw [current, (hasDerivAt_resonance0 x).deriv, e]
    simp
  · have e : conj (resonance1 x) * ((1 + I * ((x : ℂ) * x)) * resonance0 x)
        = (x : ℂ) + ((x ^ 3 : ℝ) : ℂ) * I := by
      have e1 : resonance1 x = (x : ℂ) * resonance0 x := rfl
      rw [e1, map_mul, Complex.conj_ofReal]
      push_cast
      linear_combination (x : ℂ) * (1 + I * ((x : ℂ) * x)) * hr
    rw [current, (hasDerivAt_resonance1 x).deriv, e]
    simp only [Complex.add_im, Complex.mul_im, Complex.ofReal_re, Complex.ofReal_im,
      Complex.I_re, Complex.I_im]
    ring
```

The failure of square integrability is proved without evaluating an integral. If $|\psi|^2$ were integrable, the set where it is at least $1$ would have finite length. That set contains $[1,\infty)$, whose length is infinite.

```lean
/-- A function whose density is at least one on `[1, ∞)` is not square integrable. -/
lemma not_squareIntegrable {ψ : ℝ → ℂ} (h : ∀ x : ℝ, 1 ≤ x → 1 ≤ ‖ψ x‖ ^ 2) :
    ¬ SquareIntegrable ψ := by
  intro hf
  have h1 := Integrable.measure_ge_lt_top hf (zero_lt_one : (0 : ℝ) < 1)
  have h2 : volume (Set.Ici (1 : ℝ)) ≤ volume {a : ℝ | 1 ≤ ‖ψ a‖ ^ 2} :=
    measure_mono fun x hx => h x hx
  rw [Real.volume_Ici] at h2
  exact absurd h1 (not_lt_of_ge h2)
```

## Formal symmetry together with complex energies

The final theorem joins the three parts of the claim. Its first clause covers all admissible pairs `φ`, `ψ`; the other two give each solution with its energy and its failure to be normalisable. For $u_0$ the density is identically $1$. For $u_1$ it is $x^2$, and `nlinarith` derives $1\le x^2$ from $1\le x$.

```lean
/-- The inverted oscillator is formally symmetric, yet `exp (i x²/2)` and `x exp (i x²/2)` solve
`H ψ = E ψ` with `E = -i/2` and `E = -3i/2`; neither function is square integrable. -/
theorem formal_symmetry_with_complex_energies :
    (∀ φ ψ : ℝ → ℂ, ContDiff ℝ 2 φ → ContDiff ℝ 2 ψ → HasCompactSupport φ →
      (∫ x, conj (φ x) * invertedH ψ x) = ∫ x, conj (invertedH φ x) * ψ x) ∧
    (IsStationary (-I / 2) resonance0 ∧ ¬ SquareIntegrable resonance0) ∧
    (IsStationary (-(3 * I) / 2) resonance1 ∧ ¬ SquareIntegrable resonance1) := by
  refine ⟨fun φ ψ hφ hψ hc => formal_symmetry hφ hψ hc,
    ⟨resonance0_stationary, not_squareIntegrable fun x _ => ?_⟩,
    ⟨resonance1_stationary, not_squareIntegrable fun x hx => ?_⟩⟩
  · rw [norm_resonance0]
    norm_num
  · -- the density of the second resonance is x²
    have e : resonance1 x = (x : ℂ) * resonance0 x := rfl
    rw [e, norm_mul, norm_resonance0, mul_one, Complex.norm_real, Real.norm_eq_abs, sq_abs]
    nlinarith

end

end InvertedOscillator
```

The symmetry established here is a property of the differential expression, tested against functions of compact support. Self-adjointness, which concerns an operator with a specified domain in the space of square-integrable functions, is a different property and is not addressed by the theorem. The two complex numbers are energies of pointwise solutions. Since $u_0$ and $u_1$ are not square integrable, they are not eigenfunctions of any operator on that space.

```lean
#print axioms InvertedOscillator.flux_balance
#print axioms InvertedOscillator.resonance_currents
#print axioms InvertedOscillator.formal_symmetry_with_complex_energies
```

```
'InvertedOscillator.flux_balance' depends on axioms: [propext, Classical.choice, Quot.sound]
'InvertedOscillator.resonance_currents' depends on axioms: [propext, Classical.choice, Quot.sound]
'InvertedOscillator.formal_symmetry_with_complex_energies' depends on axioms: [propext, Classical.choice, Quot.sound]
```
